# CCSD solutions are exact eigenvectors when no excitation goes beyond doubles

## Two electrons in two orbitals

Put two electrons of opposite spin in two orbitals. There are four determinants: the reference $\Phi$, two single excitations and one double. Let $C_1$ create the singles with amplitudes $s$ and $r$, and $C_2$ the double with amplitude $d$. In this basis

$$C_1\Phi=(0,s,r,0),\quad C_1^2\Phi=(0,0,0,2sr),\quad C_2\Phi=(0,0,0,d).$$

Exponentiating $C_1+C_2$ gives $(1,s,r,d+sr)$, because two successive singles also reach the double. The cluster operator $T=C_1+C_2-\tfrac12C_1^2$ removes the surplus, and $e^T\Phi=(1,s,r,d)$, the configuration-interaction (CI) vector.

## A Hubbard dimer in numbers

Let the orbitals be two sites, with hopping 1, on-site repulsion 3 and both electrons on the first site in $\Phi$:

$$H=\begin{pmatrix}3&-1&-1&0\\-1&0&0&-1\\-1&0&0&-1\\0&-1&-1&3\end{pmatrix}.$$

The vector $v=(1,2,2,1)$ satisfies $Hv=-v$; normalised, it is $v/\sqrt{10}$. Here $s=r=2$ and $d=1$, so the doubles amplitude in $T$ is $1-4=-3$. Then $Tv=(0,2,2,5)$, $T^2v=(0,0,0,8)$ and $T^3v=0$, hence

$$e^{-T}He^T\Phi=-(v-Tv+\tfrac12T^2v)=(-1,0,0,0).$$

In coupled cluster with singles and doubles (CCSD), $T$ contains single and double excitations, and its amplitudes are required to make the components of $e^{-T}He^T\Phi$ along the singly and doubly excited determinants vanish. Here all three excited components do vanish, and the first component is the energy.

Inserting the CI coefficient $d=1$ as the doubles amplitude of $T$ would instead give $e^T\Phi=(1,2,2,5)$, which is not an eigenvector.

## The general statement

`TwoElectronCluster` assumes that $C_1$ and $C_2$ are commuting nilpotent matrices with

$$C_1^3\Phi=C_1C_2\Phi=C_2^2\Phi=0.$$

Physically, nothing lies beyond double excitation, as with two electrons or with only two empty spin orbitals. The cluster operator is again $T=C_1+C_2-\tfrac12C_1^2$. Any sum $T_1+T_2$ of single and double excitations has this form, with $C_1=T_1$ and $C_2=T_2+\tfrac12T_1^2$. For normalised $\Phi$, `ccsd_exact` says that $e^{-T}He^T\Phi$ has no component orthogonal to $\Phi$ if and only if $(1+C_1+C_2)\Phi$ is an eigenvector of $H$. By `ccsd_energy`, its eigenvalue is $\langle\Phi|e^{-T}He^T|\Phi\rangle$.

States are complex vectors over a finite index type `n`, and `star χ ⬝ᵥ w` is $\langle\chi|w\rangle$. `H` is any complex square matrix; without hermiticity, the eigenvalue may be complex. `NoExcitedComponent` tests against every vector orthogonal to $\Phi$, which agrees with the CCSD projections when singles and doubles span that complement. `twoOrbital_ccsd_equations` writes them out for the four determinants: `i.succ` runs over components 1, 2 and 3, with the reference at 0.

The amplitudes are given, so the existence of a solution and the convergence of a solver are not addressed. For a two-electron system in a finite orbital basis, the equivalence supports a simple check of a CCSD program: a converged energy must be a full-CI eigenvalue in the same basis.

## Derivation

Since $C_1$ and $C_2$ commute, $T$ is a combination of commuting nilpotents and is itself nilpotent. Its exponential is a finite sum with inverse $e^{-T}$.

Commutation also gives $C_2C_1\Phi=0$ and $C_2C_1^2\Phi=C_1C_2C_1\Phi=0$. Therefore

$$\begin{aligned}
T\Phi&=C_1\Phi+C_2\Phi-\tfrac12C_1^2\Phi,\\
T^2\Phi&=C_1^2\Phi,\\
T^3\Phi&=C_1^3\Phi+C_2C_1^2\Phi-\tfrac12C_1^4\Phi=0,
\end{aligned}$$

and $e^T\Phi=\Phi+T\Phi+\tfrac12T^2\Phi=\Phi+C_1\Phi+C_2\Phi$.

Now let $w=e^{-T}He^T\Phi$ have no component orthogonal to $\Phi$. The remainder $\chi=w-\langle\Phi|w\rangle\Phi$ is orthogonal to $\Phi$, so

$$\langle\chi|\chi\rangle=\langle\chi|w\rangle-\langle\Phi|w\rangle\langle\chi|\Phi\rangle=0,$$

and $w=E\Phi$ with $E=\langle\Phi|w\rangle$. Conversely, a multiple of $\Phi$ has no orthogonal component.

Multiplying $w=E\Phi$ by $e^T$ gives $He^T\Phi=Ee^T\Phi$; multiplying by $e^{-T}$ goes back. The vector $e^T\Phi$ is nonzero because $e^T$ is invertible and $\Phi\neq0$.

## The Lean file

```lean
import Mathlib

open Matrix
open scoped ComplexOrder

namespace CCSDExactness

noncomputable section

variable {n : Type*} [Fintype n] [DecidableEq n]

/-- Commuting nilpotent excitation operators `C₁`, `C₂` for which triple and higher
excitations of the reference `Φ` vanish. -/
structure TwoElectronCluster (C₁ C₂ : Matrix n n ℂ) (Φ : n → ℂ) : Prop where
  comm : C₁ * C₂ = C₂ * C₁
  nil₁ : IsNilpotent C₁
  nil₂ : IsNilpotent C₂
  triple : C₁ *ᵥ (C₁ *ᵥ (C₁ *ᵥ Φ)) = 0
  mixed : C₁ *ᵥ (C₂ *ᵥ Φ) = 0
  quadruple : C₂ *ᵥ (C₂ *ᵥ Φ) = 0

/-- The cluster operator `T = C₁ + C₂ - C₁²/2`. -/
def clusterOp (C₁ C₂ : Matrix n n ℂ) : Matrix n n ℂ :=
  C₁ + C₂ - (1 / 2 : ℂ) • C₁ ^ 2

/-- The configuration-interaction vector `(1 + C₁ + C₂) Φ`. -/
def ciVector (C₁ C₂ : Matrix n n ℂ) (Φ : n → ℂ) : n → ℂ :=
  Φ + C₁ *ᵥ Φ + C₂ *ᵥ Φ

/-- The similarity-transformed Hamiltonian `exp(-T) H exp(T)`, for nilpotent `T`. -/
def hbar (H T : Matrix n n ℂ) : Matrix n n ℂ :=
  IsNilpotent.exp (-T) * H * IsNilpotent.exp T

/-- The vector `w` has zero overlap with every state orthogonal to `Φ`. -/
def NoExcitedComponent (Φ w : n → ℂ) : Prop :=
  ∀ χ : n → ℂ, star χ ⬝ᵥ Φ = 0 → star χ ⬝ᵥ w = 0

/-- `Ψ` is a nonzero solution of `H Ψ = E Ψ` for some number `E`. -/
def IsEigenvector (H : Matrix n n ℂ) (Ψ : n → ℂ) : Prop :=
  Ψ ≠ 0 ∧ ∃ E : ℂ, H *ᵥ Ψ = E • Ψ

/-- The cluster operator is nilpotent. -/
theorem clusterOp_nilpotent {C₁ C₂ : Matrix n n ℂ} {Φ : n → ℂ}
    (h : TwoElectronCluster C₁ C₂ Φ) : IsNilpotent (clusterOp C₁ C₂) := by
  have hc : Commute C₁ C₂ := h.comm
  have hsq : IsNilpotent ((1 / 2 : ℂ) • C₁ ^ 2) := by
    obtain ⟨k, hk⟩ := h.nil₁
    exact ⟨k, by rw [smul_pow, ← pow_mul, mul_comm 2 k, pow_mul, hk,
      zero_pow two_ne_zero, smul_zero]⟩
  have hcomm : Commute (C₁ + C₂) ((1 / 2 : ℂ) • C₁ ^ 2) :=
    (((Commute.refl C₁).add_left hc.symm).pow_right 2).smul_right _
  exact hcomm.isNilpotent_sub (hc.isNilpotent_add h.nil₁ h.nil₂) hsq

/-- If `T³ Φ = 0` for a nilpotent `T`, then `exp(T) Φ = Φ + T Φ + T² Φ / 2`. -/
theorem exp_mulVec_of_cube {T : Matrix n n ℂ} {Φ : n → ℂ} (hT : IsNilpotent T)
    (h3 : T *ᵥ (T *ᵥ (T *ᵥ Φ)) = 0) :
    IsNilpotent.exp T *ᵥ Φ = Φ + T *ᵥ Φ + (1 / 2 : ℂ) • (T *ᵥ (T *ᵥ Φ)) := by
  obtain ⟨k, hk⟩ := hT
  have hk3 : T ^ (k + 3) = 0 := by rw [pow_add, hk, zero_mul]
  have hcube : T ^ 3 *ᵥ Φ = 0 := by
    have e : T ^ 3 = T * (T * T) := by noncomm_ring
    rw [e, ← Matrix.mulVec_mulVec, ← Matrix.mulVec_mulVec, h3]
  have hq : (2 : ℚ)⁻¹ • T ^ 2 = (1 / 2 : ℂ) • T ^ 2 := by
    ext i j
    simp [Matrix.smul_apply, Rat.smul_def]
  -- every partial sum beyond second order gives the same vector
  have key : ∀ m : ℕ, (∑ i ∈ Finset.range (m + 3), ((i.factorial : ℚ)⁻¹) • T ^ i) *ᵥ Φ
      = Φ + T *ᵥ Φ + (1 / 2 : ℂ) • (T *ᵥ (T *ᵥ Φ)) := by
    intro m
    induction m with
    | zero =>
      have h0 : ∑ i ∈ Finset.range (0 + 3), ((i.factorial : ℚ)⁻¹) • T ^ i
          = 1 + T + (1 / 2 : ℂ) • T ^ 2 := by
        rw [← hq]
        simp [Finset.sum_range_succ, Nat.factorial]
      rw [h0, Matrix.add_mulVec, Matrix.add_mulVec, Matrix.one_mulVec,
        Matrix.smul_mulVec, pow_two, ← Matrix.mulVec_mulVec]
    | succ m ih =>
      rw [show m + 1 + 3 = (m + 3) + 1 by omega, Finset.sum_range_succ,
        Matrix.add_mulVec, ih, Matrix.smul_mulVec, pow_add, ← Matrix.mulVec_mulVec,
        hcube, Matrix.mulVec_zero, smul_zero, add_zero]
  rw [IsNilpotent.exp_eq_sum hk3, key k]

/-- The exponential ansatz reproduces the CI vector: `exp(T) Φ = (1 + C₁ + C₂) Φ`. -/
theorem exp_cluster_eq_ci {C₁ C₂ : Matrix n n ℂ} {Φ : n → ℂ}
    (h : TwoElectronCluster C₁ C₂ Φ) :
    IsNilpotent.exp (clusterOp C₁ C₂) *ᵥ Φ = ciVector C₁ C₂ Φ := by
  have hT : ∀ v, clusterOp C₁ C₂ *ᵥ v
      = C₁ *ᵥ v + C₂ *ᵥ v - (1 / 2 : ℂ) • (C₁ *ᵥ (C₁ *ᵥ v)) := by
    intro v
    rw [clusterOp, Matrix.sub_mulVec, Matrix.add_mulVec, Matrix.smul_mulVec, pow_two,
      ← Matrix.mulVec_mulVec]
  have hsw : ∀ v, C₂ *ᵥ (C₁ *ᵥ v) = C₁ *ᵥ (C₂ *ᵥ v) := by
    intro v
    rw [Matrix.mulVec_mulVec, Matrix.mulVec_mulVec, h.comm]
  have a1 : C₂ *ᵥ (C₁ *ᵥ Φ) = 0 := by rw [hsw, h.mixed]
  have a2 : C₂ *ᵥ (C₁ *ᵥ (C₁ *ᵥ Φ)) = 0 := by rw [hsw, a1, Matrix.mulVec_zero]
  -- only the square of the singles survives in `T² Φ`
  have h2 : clusterOp C₁ C₂ *ᵥ (clusterOp C₁ C₂ *ᵥ Φ) = C₁ *ᵥ (C₁ *ᵥ Φ) := by
    simp only [hT, Matrix.mulVec_add, Matrix.mulVec_sub, Matrix.mulVec_smul,
      h.triple, h.mixed, h.quadruple, a1, a2, smul_zero, add_zero, sub_zero]
  have h3 : clusterOp C₁ C₂ *ᵥ (clusterOp C₁ C₂ *ᵥ (clusterOp C₁ C₂ *ᵥ Φ)) = 0 := by
    rw [h2, hT, h.triple, a2, Matrix.mulVec_zero, smul_zero, add_zero, sub_zero]
  rw [exp_mulVec_of_cube (clusterOp_nilpotent h) h3, h2, hT, ciVector]
  module

omit [DecidableEq n] in
/-- For normalised `Φ`, a vector has no component orthogonal to `Φ` exactly when it is a
multiple of `Φ`. -/
theorem noExcitedComponent_iff {Φ : n → ℂ} (hΦ : star Φ ⬝ᵥ Φ = 1) (w : n → ℂ) :
    NoExcitedComponent Φ w ↔ ∃ E : ℂ, w = E • Φ := by
  constructor
  · intro h
    -- test with the orthogonal remainder of `w` itself
    have hχ : star (w - (star Φ ⬝ᵥ w) • Φ) ⬝ᵥ Φ = 0 := by
      rw [star_sub, star_smul, sub_dotProduct, smul_dotProduct, hΦ,
        Matrix.star_dotProduct w Φ, smul_eq_mul, mul_one, sub_self]
    have h0 : star (w - (star Φ ⬝ᵥ w) • Φ) ⬝ᵥ (w - (star Φ ⬝ᵥ w) • Φ) = 0 := by
      rw [dotProduct_sub, dotProduct_smul, h _ hχ, hχ, smul_zero, sub_zero]
    exact ⟨_, sub_eq_zero.mp (dotProduct_star_self_eq_zero.mp h0)⟩
  · rintro ⟨E, rfl⟩ χ hχ
    rw [dotProduct_smul, hχ, smul_zero]

/-- `exp(-T) H exp(T) Φ = E Φ` holds exactly when `exp(T) Φ` solves the Schrödinger
equation with the same `E`. -/
theorem hbar_eigen_iff {T : Matrix n n ℂ} (hT : IsNilpotent T) (H : Matrix n n ℂ)
    (Φ : n → ℂ) (E : ℂ) :
    hbar H T *ᵥ Φ = E • Φ ↔
      H *ᵥ (IsNilpotent.exp T *ᵥ Φ) = E • (IsNilpotent.exp T *ᵥ Φ) := by
  have e : hbar H T *ᵥ Φ
      = IsNilpotent.exp (-T) *ᵥ (H *ᵥ (IsNilpotent.exp T *ᵥ Φ)) := by
    rw [hbar, Matrix.mulVec_mulVec, Matrix.mulVec_mulVec, mul_assoc]
  rw [e]
  constructor
  · intro h
    rw [← Matrix.mulVec_smul, ← h, Matrix.mulVec_mulVec _ (IsNilpotent.exp T),
      IsNilpotent.exp_mul_exp_neg_self hT, Matrix.one_mulVec]
  · intro h
    rw [h, Matrix.mulVec_smul, Matrix.mulVec_mulVec,
      IsNilpotent.exp_neg_mul_exp_self hT, Matrix.one_mulVec]

/-- Exactness of CCSD: `exp(-T) H exp(T) Φ` has no component orthogonal to `Φ` if and only
if `(1 + C₁ + C₂) Φ` is an eigenvector of `H`. -/
theorem ccsd_exact {C₁ C₂ : Matrix n n ℂ} {Φ : n → ℂ} (h : TwoElectronCluster C₁ C₂ Φ)
    (hΦ : star Φ ⬝ᵥ Φ = 1) (H : Matrix n n ℂ) :
    NoExcitedComponent Φ (hbar H (clusterOp C₁ C₂) *ᵥ Φ) ↔
      IsEigenvector H (ciVector C₁ C₂ Φ) := by
  have hT := clusterOp_nilpotent h
  -- the exponential is invertible, so the CI vector cannot vanish
  have hne : ciVector C₁ C₂ Φ ≠ 0 := by
    intro h0
    have hz : Φ = 0 := by
      rw [← Matrix.one_mulVec Φ, ← IsNilpotent.exp_neg_mul_exp_self hT,
        ← Matrix.mulVec_mulVec, exp_cluster_eq_ci h, h0, Matrix.mulVec_zero]
    simp [hz] at hΦ
  rw [noExcitedComponent_iff hΦ]
  simp only [hbar_eigen_iff hT, exp_cluster_eq_ci h]
  exact ⟨fun hE => ⟨hne, hE⟩, fun hE => hE.2⟩

/-- If the CI vector has eigenvalue `E`, the projected coupled-cluster energy
`⟨Φ| exp(-T) H exp(T) |Φ⟩` equals `E`. -/
theorem ccsd_energy {C₁ C₂ : Matrix n n ℂ} {Φ : n → ℂ} (h : TwoElectronCluster C₁ C₂ Φ)
    (hΦ : star Φ ⬝ᵥ Φ = 1) {H : Matrix n n ℂ} {E : ℂ}
    (hE : H *ᵥ ciVector C₁ C₂ Φ = E • ciVector C₁ C₂ Φ) :
    star Φ ⬝ᵥ (hbar H (clusterOp C₁ C₂) *ᵥ Φ) = E := by
  rw [← exp_cluster_eq_ci h] at hE
  rw [(hbar_eigen_iff (clusterOp_nilpotent h) H Φ E).mpr hE, dotProduct_smul, hΦ,
    smul_eq_mul, mul_one]

/-- Reference determinant of two opposite-spin electrons in two orbitals; the basis is the
reference, the two single excitations and the double excitation. -/
def reference : Fin 4 → ℂ := ![1, 0, 0, 0]

/-- Single excitations with amplitudes `s` and `r` for the two spins. -/
def singles (s r : ℂ) : Matrix (Fin 4) (Fin 4) ℂ :=
  !![0, 0, 0, 0; s, 0, 0, 0; r, 0, 0, 0; 0, r, s, 0]

/-- The double excitation with amplitude `d`. -/
def doubles (d : ℂ) : Matrix (Fin 4) (Fin 4) ℂ :=
  !![0, 0, 0, 0; 0, 0, 0, 0; 0, 0, 0, 0; d, 0, 0, 0]

/-- The two-orbital excitation operators meet the cluster conditions for all amplitudes, and
two successive singles give the double excitation with weight `2 s r`. -/
theorem twoElectronCluster_witness (s r d : ℂ) :
    TwoElectronCluster (singles s r) (doubles d) reference ∧
      singles s r *ᵥ (singles s r *ᵥ reference) = ![0, 0, 0, 2 * s * r] := by
  have hsq : singles s r *ᵥ (singles s r *ᵥ reference) = ![0, 0, 0, 2 * s * r] := by
    ext i
    fin_cases i <;>
      simp [singles, reference, Matrix.mulVec, dotProduct, Fin.sum_univ_succ]
    ring
  refine ⟨⟨?_, ⟨3, ?_⟩, ⟨2, ?_⟩, ?_, ?_, ?_⟩, hsq⟩
  · ext i j
    fin_cases i <;> fin_cases j <;>
      simp [singles, doubles, Matrix.mul_apply, Fin.sum_univ_succ]
  · rw [pow_succ, pow_two]
    ext i j
    fin_cases i <;> fin_cases j <;> simp [singles, Matrix.mul_apply, Fin.sum_univ_succ]
  · rw [pow_two]
    ext i j
    fin_cases i <;> fin_cases j <;> simp [doubles, Matrix.mul_apply, Fin.sum_univ_succ]
  · rw [hsq]
    ext i
    fin_cases i <;> simp [singles, Matrix.mulVec, dotProduct, Fin.sum_univ_succ]
  · ext i
    fin_cases i <;>
      simp [singles, doubles, reference, Matrix.mulVec, dotProduct, Fin.sum_univ_succ]
  · ext i
    fin_cases i <;>
      simp [doubles, reference, Matrix.mulVec, dotProduct, Fin.sum_univ_succ]

/-- For two electrons in two orbitals, the three projected CCSD equations hold if and only if
`(1, s, r, d)` is an eigenvector of `H`. -/
theorem twoOrbital_ccsd_equations (H : Matrix (Fin 4) (Fin 4) ℂ) (s r d : ℂ) :
    (∀ i : Fin 3, (hbar H (clusterOp (singles s r) (doubles d)) *ᵥ reference) i.succ = 0) ↔
      IsEigenvector H ![1, s, r, d] := by
  have hΦ : star reference ⬝ᵥ reference = 1 := by
    simp [reference, dotProduct, Fin.sum_univ_succ]
  have hci : ciVector (singles s r) (doubles d) reference = ![1, s, r, d] := by
    ext i
    fin_cases i <;>
      simp [ciVector, singles, doubles, reference] <;>
      simp [Matrix.vecHead, Matrix.vecTail]
  have href : ∀ i : Fin 3, reference i.succ = 0 := by
    intro i
    fin_cases i <;> simp [reference]
  rw [← hci, ← ccsd_exact (twoElectronCluster_witness s r d).1 hΦ H,
    noExcitedComponent_iff hΦ]
  generalize hbar H (clusterOp (singles s r) (doubles d)) *ᵥ reference = w
  constructor
  · intro h
    refine ⟨w 0, funext fun j => ?_⟩
    refine Fin.cases ?_ (fun i => ?_) j
    · simp [reference]
    · rw [h i, Pi.smul_apply, href i, smul_zero]
  · rintro ⟨E, rfl⟩ i
    rw [Pi.smul_apply, href i, smul_zero]

end

end CCSDExactness
```

```lean
#print axioms CCSDExactness.ccsd_exact
#print axioms CCSDExactness.ccsd_energy
#print axioms CCSDExactness.twoOrbital_ccsd_equations
```

```
'CCSDExactness.ccsd_exact' depends on axioms: [propext, Classical.choice, Quot.sound]
'CCSDExactness.ccsd_energy' depends on axioms: [propext, Classical.choice, Quot.sound]
'CCSDExactness.twoOrbital_ccsd_equations' depends on axioms: [propext, Classical.choice, Quot.sound]
```

## How the proof follows the algebra

`clusterOp_nilpotent` supplies the finite exponential. `exp_mulVec_of_cube` shows by induction that terms from third order on add nothing when $T^3\Phi=0$. In `exp_cluster_eq_ci`, `h2` and `h3` are the formulas for $T^2\Phi$ and $T^3\Phi$, and `module` cancels the two $C_1^2\Phi$ terms.

`noExcitedComponent_iff` tests with the remainder $\chi$, and `hbar_eigen_iff` undoes the similarity transformation. `ccsd_exact` joins them and proves that the CI vector is nonzero; `ccsd_energy` takes the overlap with $\Phi$.

For the two-orbital model, `twoElectronCluster_witness` verifies every cluster condition entry by entry, for all $s$, $r$ and $d$. The last theorem then identifies vanishing components 1 to 3 with being a multiple of the reference.
